# Internal contraction: m excitation operators acting on one reference span at most m dimensions, however many configurations it contains

Q: Take one excitation operator $A_0$ and a reference with two configurations, $p = c_0 f_0 + c_1 f_1$. Suppose $A_0 f_0$ and $A_0 f_1$ are orthonormal. I count two excited functions. Where does contraction reduce anything?

A: It keeps one combination of the two. Acting on the whole reference gives
$$A_0 p = c_0\,A_0 f_0 + c_1\,A_0 f_1 ,$$
a single vector with its internal ratio fixed by the reference. The contracted space has dimension 1 if $p \neq 0$, and the uncontracted space has dimension 2. The discarded direction is $x = \bar c_1 A_0 f_0 - \bar c_0 A_0 f_1$, and
$$\langle x | A_0 p\rangle = c_1 c_0 - c_0 c_1 = 0 .$$
So if $H = hA_0$ for a number $h$, then $x$ has no matrix element with $p$ through $H$.

Q: And in general?

A: Take $m$ linear operators $A_k$ with $k = 0,\dots,m-1$, and $N$ vectors $f_I$ with $I = 0,\dots,N-1$, in a complex vector space $V$. The file numbers them the same way, since `Fin m` starts at zero.

```lean
import Mathlib

open Submodule Module

namespace InternalContraction

noncomputable section

variable {m N : ℕ} {V : Type*} [AddCommGroup V] [Module ℂ V]
```

The reference is $p = \sum_I c_I f_I$.

```lean
/-- The multiconfigurational reference `p = ∑ c_I f_I`. -/
def reference (f : Fin N → V) (c : Fin N → ℂ) : V := ∑ I, c I • f I
```

Q: Nothing there says that the $f_I$ are Slater determinants, or orthonormal, or that $p$ is normalised.

A: None of that is needed, so the upper bounds hold for determinants, for configuration state functions and for linearly dependent sets alike. Normalising a non-zero $p$ multiplies every $A_k p$ by the same non-zero number and leaves their span unchanged.

The contracted space is the span of the $m$ vectors $A_k p$.

```lean
/-- The internally contracted space, spanned by the excitation operators acting on the
whole reference `p`. -/
def contracted (A : Fin m → V →ₗ[ℂ] V) (p : V) : Submodule ℂ V :=
  span ℂ (Set.range fun k => A k p)
```

The uncontracted space is the span of the $mN$ vectors $A_k f_I$, labelled by pairs $(k,I)$.

```lean
/-- The uncontracted space, spanned by the excitation operators acting on each
configuration separately. -/
def uncontracted (A : Fin m → V →ₗ[ℂ] V) (f : Fin N → V) : Submodule ℂ V :=
  span ℂ (Set.range fun q : Fin m × Fin N => A q.1 (f q.2))
```

Q: You call the $A_k$ excitation operators, but to Lean they are arbitrary linear maps. They could lead back into the reference space.

A: They could, and the bounds would still hold. The type `V →ₗ[ℂ] V` records linearity and nothing else: no fermionic algebra, no particle rank, no orthogonality of $A_k p$ to the reference. An electronic-structure reading takes $V$ to be the many-electron space in a chosen orbital basis and the $A_k$ to be a finite list of one- and two-body replacement operators.

Q: Then which Hamiltonians does the contracted space serve?

A: Those that are linear combinations of the listed operators. If $H = \sum_k h_k A_k$, then
$$Hp = \sum_k h_k\,A_k p ,$$
which lies in the contracted space. Conversely, any vector $\sum_k h_k A_k p$ of the contracted space equals $\left(\sum_k h_k A_k\right)p$, so it has the form $Hp$. The contracted space is therefore exactly the set of vectors $Hp$ with $H$ in the span of the $A_k$.

```lean
/-- The contracted space consists exactly of the vectors `H p`, with `H` a linear
combination of the excitation operators. -/
theorem mem_contracted_iff (A : Fin m → V →ₗ[ℂ] V) (p x : V) :
    x ∈ contracted A p ↔ ∃ H ∈ span ℂ (Set.range A), H p = x := by
  -- evaluation at `p` is a linear map on operators
  have h : contracted A p =
      (span ℂ (Set.range A)).map (LinearMap.applyₗ p : (V →ₗ[ℂ] V) →ₗ[ℂ] V) := by
    rw [Submodule.map_span, ← Set.range_comp]
    rfl
  rw [h]
  exact Submodule.mem_map
```

The proof uses the map "evaluate at $p$", which sends an operator $H$ to $Hp$ and is linear in $H$. In Lean it is `LinearMap.applyₗ p`. A linear map carries the span of a set onto the span of its image, which is what `Submodule.map_span` says, and membership in that image is the stated equivalence.

Q: Is the real electronic Hamiltonian in that span?

A: It depends on your list. In a finite orbital basis the Hamiltonian is a combination of one- and two-body replacement operators, plus a constant times the identity. If all of these are among the $A_k$, the condition holds for the full Hamiltonian. If you list only excitations out of the reference space, it holds for that part of the Hamiltonian, and the remainder has to be treated separately. The theorem takes membership in the span as a hypothesis; it doesn't derive it from a second-quantised form.

Q: How does the contracted space sit relative to the uncontracted one?

A: Inside it. By linearity,
$$A_k p = \sum_I c_I\,A_k f_I ,$$
and the right-hand side is a combination of uncontracted functions. This holds for every choice of coefficients.

```lean
/-- Every contracted function lies in the uncontracted space, whatever the reference
coefficients. -/
theorem contracted_le_uncontracted (A : Fin m → V →ₗ[ℂ] V) (f : Fin N → V)
    (c : Fin N → ℂ) : contracted A (reference f c) ≤ uncontracted A f := by
  refine span_le.2 ?_
  rintro _ ⟨k, rfl⟩
  show A k (reference f c) ∈ uncontracted A f
  rw [reference, map_sum]
  refine Submodule.sum_mem _ fun I _ => ?_
  rw [map_smul]
  exact Submodule.smul_mem _ _ (subset_span ⟨(k, I), rfl⟩)
```

`span_le` reduces the inclusion to the generators $A_k p$. The rewrites with `map_sum` and `map_smul` are the displayed expansion, and what remains is that a subspace is closed under sums and scalar multiples.

Q: And the dimensions?

A: A space spanned by $n$ vectors has dimension at most $n$. With $mN$ generators the uncontracted space has dimension at most $mN$.

```lean
/-- The uncontracted space has dimension at most `m * N`. -/
theorem finrank_uncontracted_le (A : Fin m → V →ₗ[ℂ] V) (f : Fin N → V) :
    finrank ℂ (uncontracted A f) ≤ m * N := by
  have h := finrank_range_le_card (R := ℂ) (fun q : Fin m × Fin N => A q.1 (f q.2))
  rw [Fintype.card_prod, Fintype.card_fin, Fintype.card_fin] at h
  exact h
```

With $m$ generators the contracted space has dimension at most $m$. The next theorem puts this bound together with the statement about $Hp$.

```lean
/-- For a reference over `N` configurations, the contracted space has dimension at most `m`,
and it contains `H p` for every `H` in the span of the `m` excitation operators. -/
theorem internal_contraction (A : Fin m → V →ₗ[ℂ] V) (f : Fin N → V) (c : Fin N → ℂ) :
    finrank ℂ (contracted A (reference f c)) ≤ m ∧
      ∀ H ∈ span ℂ (Set.range A), H (reference f c) ∈ contracted A (reference f c) := by
  constructor
  · have h := finrank_range_le_card (R := ℂ) (fun k => A k (reference f c))
    rw [Fintype.card_fin] at h
    exact h
  · intro H hH
    exact (mem_contracted_iff A _ _).2 ⟨H, hH, rfl⟩
```

`finrank` is the dimension over $\mathbb{C}$, and `finrank_range_le_card` is the count of generators. The second half is one direction of the equivalence proved earlier. The number $N$ appears in the types of `f` and `c`, from which the reference is built, but not in the bound.

Q: "At most" leaves room. When is the dimension smaller than $m$?

A: Whenever the $A_k p$ are linearly dependent, for instance when some operator annihilates $p$ or two operators give proportional results. The theorem permits this and doesn't say how to detect it.

Q: In the two-configuration example you used orthogonality to argue that the discarded direction doesn't couple. Does that survive in general?

A: Yes. If $\langle x|A_k p\rangle = 0$ for every $k$, then
$$\langle x|Hp\rangle = \sum_k h_k \langle x|A_k p\rangle = 0 .$$

```lean
/-- A state orthogonal to all contracted functions `A_k p` has zero matrix element with `p`
through every `H` in the span of the excitation operators. -/
theorem coupling_eq_zero {W : Type*} [NormedAddCommGroup W] [InnerProductSpace ℂ W]
    (A : Fin m → W →ₗ[ℂ] W) (p x : W) (hx : ∀ k, inner ℂ x (A k p) = 0)
    (H : W →ₗ[ℂ] W) (hH : H ∈ span ℂ (Set.range A)) : inner ℂ x (H p) = 0 := by
  induction hH using Submodule.span_induction with
  | mem H h =>
    obtain ⟨k, rfl⟩ := h
    exact hx k
  | zero => simp
  | add H G _ _ h1 h2 => rw [LinearMap.add_apply, inner_add_right, h1, h2, add_zero]
  | smul a H _ h => rw [LinearMap.smul_apply, inner_smul_right, h, mul_zero]
```

Here the space carries an inner product, written `inner ℂ x y`, which is linear in its second argument as in Dirac notation. The proof is an induction over how $H$ is built from the $A_k$. For a single $A_k$ the claim is the hypothesis `hx`, for the zero operator it is immediate, and it passes to sums and scalar multiples because the inner product is linear on the right. $H$ needn't be Hermitian.

Q: So contraction loses nothing?

A: It loses no direct coupling to $p$ through such an $H$. A discarded $x$ may still couple to the contracted functions, through $\langle x|H A_k p\rangle$, and in a variational calculation this can make the contracted energy higher than the uncontracted one. That remark about energies is mine; the theorems concern only spaces, dimensions and the matrix element with $p$.

Q: I'd also like to know that the gap between $m$ and $mN$ is real. Perhaps the uncontracted functions are always so dependent that the two spaces nearly coincide.

A: An explicit model rules that out. Label each basis state by a pair $(e,I)$, where $e$ is either `none`, meaning unexcited, or one of the $m$ excitation labels, and $I$ is one of the $N$ configurations. A state is a list of complex amplitudes $v(e,I)$, so the space has dimension $(m+1)N$.

```lean
/-- Model state space: amplitudes labelled by an excitation (`none` or one of `m`) and by
one of `N` configurations. -/
abbrev ModelSpace (m N : ℕ) := Option (Fin m) × Fin N → ℂ
```

The configuration $f_I$ is the basis state labelled $(\mathrm{none}, I)$. `Pi.single` is the list with one entry equal to 1 and zeros elsewhere.

```lean
/-- The `I`-th unexcited configuration of the model. -/
def modelConfig (I : Fin N) : ModelSpace m N := Pi.single (none, I) 1
```

The operator $A_k$ copies the unexcited amplitudes to label $k$ and sets all others to zero:
$$(A_k v)(e,I) = \begin{cases} v(\mathrm{none},I) & \text{if } e = k,\\ 0 & \text{otherwise.}\end{cases}$$
In Dirac notation, $A_k = |k\rangle\langle \mathrm{none}| \otimes 1$: it excites one factor of a product space and leaves the configuration label alone.

```lean
/-- The `k`-th model excitation: it moves the unexcited amplitudes to excitation label `k`
and annihilates all excited states. -/
def modelExcitation (k : Fin m) : ModelSpace m N →ₗ[ℂ] ModelSpace m N where
  toFun v q := if q.1 = some k then v (none, q.2) else 0
  map_add' v w := by
    ext q
    by_cases h : q.1 = some k <;> simp [h]
  map_smul' a v := by
    ext q
    by_cases h : q.1 = some k <;> simp [h]
```

The two fields after the formula verify linearity, by distinguishing whether $e = k$.

Q: That's a toy. No antisymmetry, no orbitals.

A: Agreed. Its job is to show that, for every $N \geq 1$, the general bounds can't be improved for arbitrary linear operators. It doesn't show that a particular molecule or active space reaches them.

Two short calculations prepare the count. First, $A_k f_I$ is the basis state labelled $(k,I)$: the only non-zero amplitude of $f_I$ is moved from $(\mathrm{none},I)$ to $(k,I)$.

```lean
/-- Exciting configuration `I` with operator `k` gives the basis state labelled `(k, I)`. -/
theorem modelExcitation_config (k : Fin m) (I : Fin N) :
    modelExcitation k (modelConfig I) = (Pi.single (some k, I) 1 : ModelSpace m N) := by
  ext ⟨o, J⟩
  by_cases h : o = some k <;> simp [modelExcitation, modelConfig, Pi.single_apply, h]
```

Second, the amplitude of $p = \sum_J c_J f_J$ at $(\mathrm{none},I)$ is $c_I$, because only the term $J = I$ contributes.

```lean
/-- The unexcited amplitudes of the model reference are its coefficients. -/
theorem model_reference_apply (c : Fin N → ℂ) (I : Fin N) :
    (reference modelConfig c : ModelSpace m N) (none, I) = c I := by
  simp [reference, modelConfig, Finset.sum_apply, Pi.single_apply]
```

Q: Then the uncontracted dimension is clear. The $A_k f_I$ are $mN$ different basis vectors, hence independent.

A: Yes. For the contracted space, suppose $\sum_l g_l\,A_l p = 0$. Since $c \neq 0$, some $c_I$ is non-zero. Read the equation at the label $(k,I)$. Only $A_k p$ has an amplitude there, and it equals $c_I$, so
$$g_k c_I = 0 ,$$
and therefore $g_k = 0$. This works for every $k$, so the $m$ vectors $A_k p$ are independent and span exactly $m$ dimensions.

```lean
/-- In the model, every non-zero coefficient vector gives a contracted space of dimension
exactly `m`, while the uncontracted space has dimension exactly `m * N`. -/
theorem model_dimensions (c : Fin N → ℂ) (hc : c ≠ 0) :
    finrank ℂ (contracted (modelExcitation (m := m) (N := N)) (reference modelConfig c)) = m ∧
      finrank ℂ (uncontracted (modelExcitation (m := m) (N := N)) modelConfig) = m * N := by
  constructor
  · obtain ⟨I, hI⟩ := Function.ne_iff.1 hc
    -- the functions `A_k p` have disjoint supports and do not vanish
    have hli : LinearIndependent ℂ (fun k : Fin m =>
        modelExcitation k (reference modelConfig c : ModelSpace m N)) := by
      refine Fintype.linearIndependent_iff.2 fun g hg k => ?_
      have h : g k * c I = 0 := by
        simpa [Finset.sum_apply, modelExcitation, model_reference_apply] using
          congrFun hg (some k, I)
      exact (mul_eq_zero.1 h).resolve_right hI
    have h := finrank_span_eq_card hli
    rw [Fintype.card_fin] at h
    exact h
  · -- the functions `A_k f_I` are distinct basis states
    have hinj : Function.Injective
        (fun q : Fin m × Fin N => ((some q.1, q.2) : Option (Fin m) × Fin N)) := by
      rintro ⟨k, I⟩ ⟨l, J⟩ h
      simpa using h
    have hli : LinearIndependent ℂ (fun q : Fin m × Fin N =>
        modelExcitation q.1 (modelConfig q.2 : ModelSpace m N)) := by
      have hb := (Pi.basisFun ℂ (Option (Fin m) × Fin N)).linearIndependent.comp _ hinj
      have he : (fun q : Fin m × Fin N =>
          modelExcitation q.1 (modelConfig q.2 : ModelSpace m N)) =
          (Pi.basisFun ℂ (Option (Fin m) × Fin N)) ∘ (fun q => (some q.1, q.2)) := by
        funext q
        rw [modelExcitation_config, Function.comp_apply, Pi.basisFun_apply]
      rw [he]
      exact hb
    have h := finrank_span_eq_card hli
    rw [Fintype.card_prod, Fintype.card_fin, Fintype.card_fin] at h
    exact h

end

end InternalContraction
```

In the first half, `Function.ne_iff` supplies the index $I$ with $c_I \neq 0$, and `congrFun hg (some k, I)` reads the vanishing combination at that label. In the second half, `hinj` says that different pairs $(k,I)$ give different labels, so the corresponding members of the standard basis `Pi.basisFun` are independent, and `he` identifies them with the $A_k f_I$. In both halves `finrank_span_eq_card` turns independence into an exact dimension.

Q: Does the result depend on a careful choice of $c$?

A: No. Every non-zero coefficient vector works, normalised or not, and even one with a single non-zero entry. A non-zero $c$ exists exactly when $N \geq 1$, so the theorem gives an example for all $m, N \geq 1$. At $N = 1$ both dimensions equal $m$ and contraction saves nothing; for $m \geq 1$ the gap opens at $N = 2$, as in the example you started with.

Q: What should I take from this for actual multireference calculations?

A: In internally contracted configuration interaction and perturbation theory, the number of independent functions generated from one fixed reference by a finite list of operators is bounded by the length of that list, not by the number of reference configurations. The theorem says nothing about the work needed to obtain overlaps and matrix elements between the contracted functions, which can be considerable.

```lean
#print axioms InternalContraction.finrank_uncontracted_le
-- 'InternalContraction.finrank_uncontracted_le' depends on axioms: [propext, Classical.choice, Quot.sound]
#print axioms InternalContraction.internal_contraction
-- 'InternalContraction.internal_contraction' depends on axioms: [propext, Classical.choice, Quot.sound]
#print axioms InternalContraction.coupling_eq_zero
-- 'InternalContraction.coupling_eq_zero' depends on axioms: [propext, Classical.choice, Quot.sound]
#print axioms InternalContraction.model_dimensions
-- 'InternalContraction.model_dimensions' depends on axioms: [propext, Classical.choice, Quot.sound]
```
